# Exact levels and strong-coupling exchange of a two-site Falicov–Kimball block matrix

The model enters as a real matrix acting on a fixed set of configurations, not as an operator on Fock space. Take two equivalent sites, 0 and 1, with one particle of kind c and one of kind f. The sum of the c and f orbital energies is then the same in every configuration and is taken as the zero of energy. If the two particles sit on different sites, the energy is 0; if they share a site, it is U. Every single hop leads from one kind of configuration to the other, so the Hamiltonian has the block form

H = ((0, T), (T, U·1)), T = ((a, b), (b, a)).

The first block lists the separated configurations (c on 0, f on 1) and (c on 1, f on 0). The second lists the shared ones, first both on site 1 and then both on site 0. In this order a is the amplitude for a hop of c and b the amplitude for a hop of f. The original Falicov–Kimball model has immobile f particles, hence b = 0; a nonzero b belongs to its extended version.

The spectrum is derived for any real symmetric T of finite size and then specialised to two sites. The larger matrices are an algebraic generalisation and not larger lattices, where a separated pair could also move without meeting. In the code, the finite type `n` labels the configurations of one block.

```lean
import Mathlib

open Matrix Filter Topology

namespace FalicovKimballExchange

noncomputable section

variable {n : Type*} [Fintype n]
```

## The matrix and its candidate levels

A real number E is an eigenvalue of M if Mv = Ev for some v ≠ 0. This definition records which values occur, but not their multiplicities.

```lean
/-- The number `E` is an eigenvalue of the real matrix `M`: some nonzero vector is scaled by `E`. -/
def IsEigenvalue (M : Matrix n n ℝ) (E : ℝ) : Prop :=
  ∃ v : n → ℝ, v ≠ 0 ∧ M *ᵥ v = E • v
```

The full matrix is indexed by `n ⊕ n`, two copies of the configuration labels. The left copy is the separated sector and the right copy the shared one.

```lean
/-- Two sectors separated by the energy `U` and coupled by the hopping matrix `T`. -/
def blockHamiltonian [DecidableEq n] (U : ℝ) (T : Matrix n n ℝ) : Matrix (n ⊕ n) (n ⊕ n) ℝ :=
  Matrix.fromBlocks 0 T T (U • (1 : Matrix n n ℝ))
```

For a single amplitude t the block matrix is ((0, t), (t, U)), with characteristic equation E² − UE = t². Its lower solution is

E₋(U,t) = (U − √(U² + 4t²))/2.

```lean
/-- The lower level for repulsion `U` and hopping amplitude `t`. -/
def lowerLevel (U t : ℝ) : ℝ := (U - √(U ^ 2 + 4 * t ^ 2)) / 2
```

The upper solution, which for large positive U describes a mostly shared pair, is

E₊(U,t) = (U + √(U² + 4t²))/2.

```lean
/-- The upper level for repulsion `U` and hopping amplitude `t`. -/
def upperLevel (U t : ℝ) : ℝ := (U + √(U ^ 2 + 4 * t ^ 2)) / 2
```

The two-site T is written out entry by entry.

```lean
/-- The two-site hopping matrix with diagonal amplitude `a` and off-diagonal amplitude `b`. -/
def hopping (a b : ℝ) : Matrix (Fin 2) (Fin 2) ℝ := !![a, b; b, a]
```

To confirm the two solutions, put r = √(U² + 4t²) and multiply out:

(E − E₋)(E − E₊) = E² − UE + (U² − r²)/4 = E² − UE − t².

The product vanishes exactly when one factor does. In the proof, `linear_combination (-1 / 4) * hs` inserts r² = U² + 4t² with the coefficient −1/4 seen in the middle expression.

```lean
/-- The two levels are exactly the roots of `E² - U E = t²`. -/
theorem level_equation (U t E : ℝ) :
    E ^ 2 - U * E = t ^ 2 ↔ E = lowerLevel U t ∨ E = upperLevel U t := by
  have hs : √(U ^ 2 + 4 * t ^ 2) ^ 2 = U ^ 2 + 4 * t ^ 2 := Real.sq_sqrt (by positivity)
  have hf : (E - lowerLevel U t) * (E - upperLevel U t) = E ^ 2 - U * E - t ^ 2 := by
    unfold lowerLevel upperLevel
    linear_combination (-1 / 4) * hs
  rw [← sub_eq_zero, ← hf, mul_eq_zero, sub_eq_zero, sub_eq_zero]
```

## From the block matrix to T

Write an eigenvector as (x, y), with x in the separated sector and y in the shared one. Then H(x, y) = E(x, y) says

Ty = Ex,

Tx + Uy = Ey.

The proof compares the entries of the two sectors separately; `Sum.elim x y` is the combined vector.

```lean
/-- The eigenvalue equation of the block Hamiltonian, written for the two sectors separately. -/
theorem block_equation [DecidableEq n] (U E : ℝ) (T : Matrix n n ℝ) (x y : n → ℝ) :
    blockHamiltonian U T *ᵥ Sum.elim x y = E • Sum.elim x y ↔
      T *ᵥ y = E • x ∧ T *ᵥ x + U • y = E • y := by
  unfold blockHamiltonian
  rw [Matrix.fromBlocks_mulVec]
  constructor
  · intro h
    constructor
    · funext i
      have := congrFun h (Sum.inl i)
      simpa [Matrix.smul_mulVec] using this
    · funext i
      have := congrFun h (Sum.inr i)
      simpa [Matrix.smul_mulVec] using this
  · rintro ⟨h1, h2⟩
    funext i
    rcases i with i | i
    · have := congrFun h1 i
      simpa [Matrix.smul_mulVec] using this
    · have := congrFun h2 i
      simpa [Matrix.smul_mulVec] using this
```

Applying T once more to these equations produces T², so one needs to know how eigenvalues of T² relate to those of T. Suppose T²w = μw with w ≠ 0. Since T is symmetric,

μ (w·w) = w·T²w = (Tw)·(Tw) ≥ 0,

and w·w > 0, so μ ≥ 0. Put q = √μ and u = Tw + qw. If u = 0, then Tw = −qw, and −q is an eigenvalue of T. If u ≠ 0, then

Tu = T²w + qTw = q²w + qTw = qu,

and q is an eigenvalue. In both cases μ is the square of an eigenvalue of T.

The argument turns on moving T from one side of the scalar product to the other. Mathlib's `Matrix.dotProduct_mulVec` rewrites w·(Tz) as (wT)·z, with w now multiplying T from the left as a row vector. Read backwards, `Matrix.mulVec_transpose` turns wT into Tᵀw, and `hT.eq` replaces Tᵀ by T. This is the only place where the symmetry of T is used in the derivation of the spectrum.

```lean
/-- Every eigenvalue of the square of a real symmetric matrix is the square of an eigenvalue. -/
theorem eigenvalue_of_square {T : Matrix n n ℝ} (hT : T.IsSymm) {w : n → ℝ} (hw0 : w ≠ 0)
    {μ : ℝ} (hw : T *ᵥ (T *ᵥ w) = μ • w) : ∃ t, IsEigenvalue T t ∧ μ = t ^ 2 := by
  have nonneg : ∀ u : n → ℝ, 0 ≤ u ⬝ᵥ u := fun u =>
    Finset.sum_nonneg fun i _ => mul_self_nonneg (u i)
  have hpos : 0 < w ⬝ᵥ w :=
    lt_of_le_of_ne (nonneg w) fun h => hw0 (dotProduct_self_eq_zero.mp h.symm)
  have key : μ * (w ⬝ᵥ w) = (T *ᵥ w) ⬝ᵥ (T *ᵥ w) := by
    calc μ * (w ⬝ᵥ w) = w ⬝ᵥ (μ • w) := by rw [dotProduct_smul, smul_eq_mul]
      _ = w ⬝ᵥ (T *ᵥ (T *ᵥ w)) := by rw [hw]
      _ = _ := by rw [Matrix.dotProduct_mulVec, ← Matrix.mulVec_transpose, hT.eq]
  have hμ : 0 ≤ μ := by
    by_contra h
    have h1 := mul_neg_of_neg_of_pos (not_le.mp h) hpos
    have h2 := nonneg (T *ᵥ w)
    linarith
  have ht : √μ * √μ = μ := Real.mul_self_sqrt hμ
  -- factor `T² - μ = (T - √μ)(T + √μ)`
  by_cases h : T *ᵥ w + √μ • w = 0
  · refine ⟨-√μ, ⟨w, hw0, ?_⟩, by linear_combination -ht⟩
    rw [neg_smul]
    exact eq_neg_of_add_eq_zero_left h
  · refine ⟨√μ, ⟨_, h, ?_⟩, by linear_combination -ht⟩
    rw [Matrix.mulVec_add, Matrix.mulVec_smul, hw, smul_add, smul_smul, ht, add_comm]
```

Now let E be an eigenvalue of H. The second block equation reads Tx = (E − U)y, and therefore

T²x = (E − U)Ty = E(E − U)x,

T²y = E Tx = E(E − U)y.

At least one of x and y is nonzero, so the previous step gives an eigenvalue t of T with E² − UE = t². Hence E is E₋(U,t) or E₊(U,t).

Conversely, let Tv = tv with v ≠ 0, and let E solve E² − UE = t². If t ≠ 0, take x = tv and y = Ev. Then Ty = tEv = Ex, and

Tx + Uy = (t² + UE)v = E²v = Ey.

For a unit vector v, the normalised state is (tv, Ev)/√(t² + E²). If t = 0, this recipe would give the zero vector at E = 0, so the code treats that case separately: (v, 0) has energy 0 and (0, v) has energy U.

```lean
/-- For any real symmetric hopping matrix, the eigenvalues of the block Hamiltonian are the
lower and upper levels belonging to the eigenvalues of the hopping matrix. -/
theorem block_spectrum [DecidableEq n] {T : Matrix n n ℝ} (hT : T.IsSymm) (U E : ℝ) :
    IsEigenvalue (blockHamiltonian U T) E ↔
      ∃ t, IsEigenvalue T t ∧ (E = lowerLevel U t ∨ E = upperLevel U t) := by
  simp only [← level_equation]
  constructor
  · rintro ⟨z, hz, h⟩
    obtain ⟨x, y, rfl⟩ : ∃ x y, z = Sum.elim x y := ⟨_, _, (Sum.elim_comp_inl_inr z).symm⟩
    obtain ⟨h1, h2⟩ := (block_equation U E T x y).mp h
    have h3 : T *ᵥ x = (E - U) • y := by
      rw [sub_smul]
      exact eq_sub_of_add_eq h2
    -- a nonzero component is an eigenvector of `T²`
    by_cases hx : x = 0
    · have hy : y ≠ 0 := by
        intro hy
        apply hz
        rw [hx, hy]
        funext i
        cases i <;> rfl
      refine eigenvalue_of_square hT hy ?_
      rw [h1, Matrix.mulVec_smul, h3, smul_smul]
      congr 1
      ring
    · refine eigenvalue_of_square hT hx ?_
      rw [h3, Matrix.mulVec_smul, h1, smul_smul]
      congr 1
      ring
  · rintro ⟨t, ⟨v, hv, hTv⟩, hq⟩
    by_cases ht : t = 0
    · -- here `T v = 0`, so `v` placed in one sector alone is an eigenvector
      subst ht
      rw [zero_smul] at hTv
      have hE : E * (E - U) = 0 := by linear_combination hq
      rcases mul_eq_zero.mp hE with h | h
      · refine ⟨Sum.elim v 0, ?_, (block_equation U E T v 0).mpr ⟨?_, ?_⟩⟩
        · exact fun h0 => hv (funext fun i => congrFun h0 (Sum.inl i))
        · simp [h]
        · simp [hTv]
      · refine ⟨Sum.elim 0 v, ?_, (block_equation U E T 0 v).mpr ⟨?_, ?_⟩⟩
        · exact fun h0 => hv (funext fun i => congrFun h0 (Sum.inr i))
        · simp [hTv]
        · simp [sub_eq_zero.mp h]
    · refine ⟨Sum.elim (t • v) (E • v), ?_, (block_equation U E T _ _).mpr ⟨?_, ?_⟩⟩
      · intro h0
        apply hv
        funext i
        have := congrFun h0 (Sum.inl i)
        simpa [ht] using this
      · rw [Matrix.mulVec_smul, hTv]
      · rw [Matrix.mulVec_smul, hTv]
        simp only [smul_smul, ← add_smul]
        congr 1
        linear_combination -hq
```

This equivalence holds for every real U, but it can fail if T is not symmetric. Take T = ((0, 1), (−1, 0)) and U = 2. With y = (1, 0) and x = (0, −1) one finds Ty = x and Tx + 2y = y, so E = 1 is an eigenvalue of the block matrix. Yet T² = −1, and T has no real eigenvalue from which this level could come. The block matrix of this example is itself not symmetric, so the example is purely algebraic and not a Hamiltonian.

## Even and odd combinations on two sites

For T = ((a, b), (b, a)), adding and subtracting the two rows of Tv = tv gives

(t − (a + b))(v₀ + v₁) = 0,

(t − (a − b))(v₀ − v₁) = 0.

If t were neither a + b nor a − b, both v₀ + v₁ and v₀ − v₁ would vanish, and so would v. In the other direction, the normalised eigenvectors are (1, 1)/√2 for a + b and (1, −1)/√2 for a − b. The code uses them without the factor 1/√2.

```lean
/-- The eigenvalues of the two-site hopping matrix are `a + b` and `a - b`. -/
theorem hopping_spectrum (a b t : ℝ) :
    IsEigenvalue (hopping a b) t ↔ t = a + b ∨ t = a - b := by
  constructor
  · rintro ⟨v, hv, h⟩
    have h0 : a * v 0 + b * v 1 = t * v 0 := by
      simpa [hopping, Matrix.mulVec, dotProduct, Fin.sum_univ_two] using congrFun h 0
    have h1 : b * v 0 + a * v 1 = t * v 1 := by
      simpa [hopping, Matrix.mulVec, dotProduct, Fin.sum_univ_two] using congrFun h 1
    -- even and odd combinations decouple
    have hp : (t - (a + b)) * (v 0 + v 1) = 0 := by linear_combination -h0 - h1
    have hm : (t - (a - b)) * (v 0 - v 1) = 0 := by linear_combination -h0 + h1
    rcases mul_eq_zero.mp hp with h2 | h2
    · exact Or.inl (sub_eq_zero.mp h2)
    rcases mul_eq_zero.mp hm with h3 | h3
    · exact Or.inr (sub_eq_zero.mp h3)
    exfalso
    apply hv
    funext i
    fin_cases i
    · show v 0 = 0
      linarith
    · show v 1 = 0
      linarith
  · rintro (rfl | rfl)
    · refine ⟨![1, 1], fun h => by simpa using congrFun h 0, ?_⟩
      funext i
      fin_cases i <;> simp [hopping, Matrix.mulVec, dotProduct, Fin.sum_univ_two]
      ring
    · refine ⟨![1, -1], fun h => by simpa using congrFun h 0, ?_⟩
      funext i
      fin_cases i <;> simp [hopping, Matrix.mulVec, dotProduct, Fin.sum_univ_two] <;> ring
```

## The limit of strong repulsion

Let U > 0 and write E for E₋(U,t). The level equation gives

UE + t² = E² ≥ 0.

Since √(U² + 4t²) ≥ U, we have E ≤ 0, and so 0 ≤ −UE = t² − E² ≤ t². Squaring gives U²E² ≤ t⁴, and therefore

0 ≤ UE + t² ≤ t⁴/U².

The hypothesis `hU` supplies the sign of U used here. The name `he` in the code is the identity UE + t² = E².

```lean
/-- For `U > 0` the scaled lower level `U E` lies above `-t²` by at most `t⁴ / U²`. -/
theorem exchange_error {U : ℝ} (hU : 0 < U) (t : ℝ) :
    0 ≤ U * lowerLevel U t + t ^ 2 ∧ U * lowerLevel U t + t ^ 2 ≤ t ^ 4 / U ^ 2 := by
  have hq := (level_equation U t (lowerLevel U t)).mpr (Or.inl rfl)
  have hr : U ≤ √(U ^ 2 + 4 * t ^ 2) := (Real.le_sqrt' hU).mpr (by nlinarith [sq_nonneg t])
  have hE : lowerLevel U t ≤ 0 := by
    unfold lowerLevel
    linarith
  have he : U * lowerLevel U t + t ^ 2 = lowerLevel U t ^ 2 := by linear_combination -hq
  have h0 : 0 ≤ -(U * lowerLevel U t) := by nlinarith
  have h1 : -(U * lowerLevel U t) ≤ t ^ 2 := by nlinarith [sq_nonneg (lowerLevel U t)]
  refine ⟨by linarith, ?_⟩
  rw [he, le_div_iff₀ (by positivity)]
  have h2 := pow_le_pow_left₀ h0 h1 2
  nlinarith
```

Thus UE lies between −t² and −t² + t⁴/U². Both bounds tend to −t² as U → +∞, and the squeeze theorem gives the limit. In Lean, `atTop` expresses U → +∞, and `filter_upwards` restricts attention to positive U, where the bounds hold.

```lean
/-- At strong repulsion the scaled lower level `U E` tends to `-t²`. -/
theorem lowerLevel_limit (t : ℝ) :
    Tendsto (fun U : ℝ => U * lowerLevel U t) atTop (𝓝 (-t ^ 2)) := by
  have hz : Tendsto (fun U : ℝ => t ^ 4 / U ^ 2) atTop (𝓝 0) :=
    tendsto_const_nhds.div_atTop (tendsto_pow_atTop two_ne_zero)
  have hu : Tendsto (fun U : ℝ => -t ^ 2 + t ^ 4 / U ^ 2) atTop (𝓝 (-t ^ 2)) := by
    simpa using hz.const_add (-t ^ 2)
  refine tendsto_of_tendsto_of_tendsto_of_le_of_le' tendsto_const_nhds hu ?_ ?_
  · filter_upwards [eventually_gt_atTop (0 : ℝ)] with U hU
    linarith [(exchange_error hU t).1]
  · filter_upwards [eventually_gt_atTop (0 : ℝ)] with U hU
    linarith [(exchange_error hU t).2]
```

Putting the pieces together with t = a + sb and s = ±1, the eigenvalues of the two-site matrix are exactly

E₋(U, a + sb) and E₊(U, a + sb),

some of which may coincide. For the lower ones,

U E₋(U, a + sb) → −(a + sb)².

The first part of the theorem holds for every real U. The proof first checks that T is symmetric, then inserts the eigenvalues of T into the general spectrum.

```lean
/-- The two-site block Hamiltonian has exactly the lower and upper levels with amplitudes `a + b`
and `a - b`, and `U` times each lower level tends to minus the squared amplitude as `U → +∞`. -/
theorem twoSite_levels (a b : ℝ) :
    (∀ U E : ℝ, IsEigenvalue (blockHamiltonian U (hopping a b)) E ↔
      ∃ s : ℝ, (s = 1 ∨ s = -1) ∧
        (E = lowerLevel U (a + s * b) ∨ E = upperLevel U (a + s * b))) ∧
    ∀ s : ℝ, (s = 1 ∨ s = -1) →
      Tendsto (fun U : ℝ => U * lowerLevel U (a + s * b)) atTop (𝓝 (-(a + s * b) ^ 2)) := by
  refine ⟨fun U E => ?_, fun s _ => lowerLevel_limit _⟩
  have hT : (hopping a b).IsSymm := by
    unfold Matrix.IsSymm
    ext i j
    fin_cases i <;> fin_cases j <;> simp [hopping]
  rw [block_spectrum hT]
  simp only [hopping_spectrum]
  constructor
  · rintro ⟨t, rfl | rfl, h⟩
    · exact ⟨1, Or.inl rfl, by rwa [one_mul]⟩
    · exact ⟨-1, Or.inr rfl, by rwa [neg_one_mul, ← sub_eq_add_neg]⟩
  · rintro ⟨s, hs, h⟩
    refine ⟨a + s * b, ?_, h⟩
    rcases hs with rfl | rfl
    · left; ring
    · right; ring
```

## Exchange between c and f

Eliminating y from the block equations gives E(E − U)x = T²x. When |E| is much smaller than U, this becomes Ex ≈ −T²x/U, the usual second-order effective Hamiltonian on the separated configurations. Multiplying out T² gives

−T² = −(a² + b²)·1 − 2ab σₓ, σₓ = ((0, 1), (1, 0)).

If c and f are read as the two directions of a pseudospin, σₓ flips both pseudospins by exchanging c and f between the sites. The exact levels show the same exchange: subtracting their two limits yields

U [E₋(U, a − b) − E₋(U, a + b)] → −(a − b)² + (a + b)² = 4ab.

For ab > 0 the even combination is therefore the lower one at large U, by about 4ab/U. For b = 0 the two lower levels coincide and the flip term vanishes, since exchanging c and f takes a hop of each species; the diagonal term −a² remains.

The theorem checks the matrix identity and the limit of this signed level difference; the elimination above is the physical argument that connects them.

```lean
/-- The second-order operator `-T²` is a constant plus a pseudospin flip of strength `-2ab`, and `U
* (lowerLevel U (a - b) - lowerLevel U (a + b))` tends to `4ab` as `U → +∞`. -/
theorem pseudospin_exchange (a b : ℝ) :
    -(hopping a b * hopping a b) =
      (-(a ^ 2 + b ^ 2)) • (1 : Matrix (Fin 2) (Fin 2) ℝ) + (-(2 * a * b)) • !![0, 1; 1, 0] ∧
    Tendsto (fun U : ℝ => U * (lowerLevel U (a - b) - lowerLevel U (a + b)))
      atTop (𝓝 (4 * a * b)) := by
  constructor
  · ext i j
    fin_cases i <;> fin_cases j <;>
      simp [hopping] <;> ring
  · have h := (lowerLevel_limit (a - b)).sub (lowerLevel_limit (a + b))
    have hc : -(a - b) ^ 2 - -(a + b) ^ 2 = 4 * a * b := by ring
    rw [hc] at h
    exact h.congr fun U => by ring

end

end FalicovKimballExchange
```

A two-site matrix with one particle of each kind cannot show whether a lattice develops excitonic order, that is, coherence between the c and f orbitals. For this matrix with U > 0, t⁴/U² with t = a ± b is an upper bound on the difference between the exact lower level and its second-order value −t²/U, both scaled by U.

```lean
#print axioms FalicovKimballExchange.twoSite_levels
#print axioms FalicovKimballExchange.pseudospin_exchange
```

```
'FalicovKimballExchange.twoSite_levels' depends on axioms: [propext, Classical.choice, Quot.sound]
'FalicovKimballExchange.pseudospin_exchange' depends on axioms: [propext, Classical.choice, Quot.sound]
```
